# The derivative of exp(−tXS) P exp(tSX) at t = 0 is PSX − XSP

In a finite basis with overlap matrix S, a density matrix P is transformed by a generator X into exp(−XS) P exp(SX). The theorem says that if X is scaled by a real parameter t, the derivative of the transformed matrix at t = 0 is PSX − XSP. S, P and X are arbitrary complex square matrices here: the statement does not ask that S be positive definite, that P be Hermitian or idempotent, or that X be anti-Hermitian. The attempt differentiates the two exponentials, combines them by the product rule, and then tries to match the result with the stated function and derivative.

In Lean, a first try:

```lean
import Mathlib

open Matrix
open scoped ComplexOrder Matrix.Norms.Operator

namespace HasDerivAtRotate

noncomputable section

variable {n : Type*} [Fintype n] [DecidableEq n]

/-- The density matrix `P` transformed by the generator `X` in a basis with overlap matrix `S`:
`P(X) = exp(-XS) P exp(SX)`. -/
def rotate (S P X : Matrix n n ℂ) : Matrix n n ℂ :=
  NormedSpace.exp (-(X * S)) * P * NormedSpace.exp (S * X)

/-- The first-order change of the density matrix along the generator `X` is `PSX - XSP`. -/
theorem hasDerivAt_rotate (S P X : Matrix n n ℂ) :
    HasDerivAt (fun t : ℝ => rotate S P (t • X)) (P * S * X - X * S * P) 0 := by
  have h1 := hasDerivAt_exp_smul_const (-(X * S)) (0 : ℝ)
  have h2 := hasDerivAt_exp_smul_const (S * X) (0 : ℝ)
  have h := (h1.mul_const P).fun_mul h2
  convert h using 1
  · funext t
    simp only [rotate, smul_mul_assoc, mul_smul_comm, smul_neg]
  · simp only [zero_smul, NormedSpace.exp_zero, mul_one, one_mul]
    noncomm_ring

end

end HasDerivAtRotate
```

The compiler's answer:

```
Main.lean:24:4: error: Tactic `apply` failed: could not unify the conclusion of `@funext`
  ?f = ?g
with the goal
  addCommGroup = Matrix.linftyOpNormedRing.toAddCommGroup

Note: The full type of `@funext` is
  ∀ {α : Sort ?u.69} {β : α → Sort ?u.68} {f g : (x : α) → β x}, (∀ (x : α), f x = g x) → f = g

case e'_4
n : Type u_1
inst✝¹ : Fintype n
inst✝ : DecidableEq n
S P X : Matrix n n ℂ
h1 : HasDerivAt (fun u => NormedSpace.exp (u • -(X * S))) (NormedSpace.exp (0 • -(X * S)) * -(X * S)) 0
h2 : HasDerivAt (fun u => NormedSpace.exp (u • (S * X))) (NormedSpace.exp (0 • (S * X)) * (S * X)) 0
h :
  HasDerivAt (fun i => NormedSpace.exp (i • -(X * S)) * P * NormedSpace.exp (i • (S * X)))
    (NormedSpace.exp (0 • -(X * S)) * -(X * S) * P * NormedSpace.exp (0 • (S * X)) +
      NormedSpace.exp (0 • -(X * S)) * P * (NormedSpace.exp (0 • (S * X)) * (S * X)))
    0
⊢ addCommGroup = Matrix.linftyOpNormedRing.toAddCommGroup
Main.lean:26:4: error: `simp` made no progress
Main.lean:19:78: error: unsolved goals
case e'_6
n : Type u_1
inst✝¹ : Fintype n
inst✝ : DecidableEq n
S P X : Matrix n n ℂ
h1 : HasDerivAt (fun u => NormedSpace.exp (u • -(X * S))) (NormedSpace.exp (0 • -(X * S)) * -(X * S)) 0
h2 : HasDerivAt (fun u => NormedSpace.exp (u • (S * X))) (NormedSpace.exp (0 • (S * X)) * (S * X)) 0
h :
  HasDerivAt (fun i => NormedSpace.exp (i • -(X * S)) * P * NormedSpace.exp (i • (S * X)))
    (NormedSpace.exp (0 • -(X * S)) * -(X * S) * P * NormedSpace.exp (0 • (S * X)) +
      NormedSpace.exp (0 • -(X * S)) * P * (NormedSpace.exp (0 • (S * X)) * (S * X)))
    0
⊢ instTopologicalSpaceMatrix = PseudoMetricSpace.toUniformSpace.toTopologicalSpace

case e'_8
n : Type u_1
inst✝¹ : Fintype n
inst✝ : DecidableEq n
S P X : Matrix n n ℂ
h1 : HasDerivAt (fun u => NormedSpace.exp (u • -(X * S))) (NormedSpace.exp (0 • -(X * S)) * -(X * S)) 0
h2 : HasDerivAt (fun u => NormedSpace.exp (u • (S * X))) (NormedSpace.exp (0 • (S * X)) * (S * X)) 0
h :
  HasDerivAt (fun i => NormedSpace.exp (i • -(X * S)) * P * NormedSpace.exp (i • (S * X)))
    (NormedSpace.exp (0 • -(X * S)) * -(X * S) * P * NormedSpace.exp (0 • (S * X)) +
      NormedSpace.exp (0 • -(X * S)) * P * (NormedSpace.exp (0 • (S * X)) * (S * X)))
    0
⊢ (fun t => rotate S P (t • X)) = fun i => NormedSpace.exp (i • -(X * S)) * P * NormedSpace.exp (i • (S * X))

case e'_9
n : Type u_1
inst✝¹ : Fintype n
inst✝ : DecidableEq n
S P X : Matrix n n ℂ
h1 : HasDerivAt (fun u => NormedSpace.exp (u • -(X * S))) (NormedSpace.exp (0 • -(X * S)) * -(X * S)) 0
h2 : HasDerivAt (fun u => NormedSpace.exp (u • (S * X))) (NormedSpace.exp (0 • (S * X)) * (S * X)) 0
h :
  HasDerivAt (fun i => NormedSpace.exp (i • -(X * S)) * P * NormedSpace.exp (i • (S * X)))
    (NormedSpace.exp (0 • -(X * S)) * -(X * S) * P * NormedSpace.exp (0 • (S * X)) +
      NormedSpace.exp (0 • -(X * S)) * P * (NormedSpace.exp (0 • (S * X)) * (S * X)))
    0
⊢ P * S * X - X * S * P =
    NormedSpace.exp (0 • -(X * S)) * -(X * S) * P * NormedSpace.exp (0 • (S * X)) +
      NormedSpace.exp (0 • -(X * S)) * P * (NormedSpace.exp (0 • (S * X)) * (S * X))
```

As a diff, the version that Lean accepts:

```diff
@@ -21,9 +21,17 @@
   have h2 := hasDerivAt_exp_smul_const (S * X) (0 : ℝ)
   have h := (h1.mul_const P).fun_mul h2
-  convert h using 1
-  · funext t
+  have hf : (fun t : ℝ => rotate S P (t • X)) = fun t : ℝ =>
+      NormedSpace.exp (t • -(X * S)) * P * NormedSpace.exp (t • (S * X)) := by
+    funext t
     simp only [rotate, smul_mul_assoc, mul_smul_comm, smul_neg]
-  · simp only [zero_smul, NormedSpace.exp_zero, mul_one, one_mul]
+  -- at `t = 0` both exponentials are the identity
+  have hd : P * S * X - X * S * P =
+      NormedSpace.exp ((0 : ℝ) • -(X * S)) * -(X * S) * P * NormedSpace.exp ((0 : ℝ) • (S * X)) +
+        NormedSpace.exp ((0 : ℝ) • -(X * S)) * P *
+          (NormedSpace.exp ((0 : ℝ) • (S * X)) * (S * X)) := by
+    simp only [zero_smul, NormedSpace.exp_zero, mul_one, one_mul]
     noncomm_ring
+  rw [hf, hd]
+  exact h
 
 end
```

Diagnosis. The product rule gives the right fact, `h`; the failure is in matching it with the goal. `convert h using 1` was expected to leave two goals, one for the function and one for the derivative. It also left equalities between instances, because the goal and `h` reach the additive group and the topology on matrices by different routes.

The two bullets therefore met the wrong goals. `funext` was given an equality of additive group structures, which is not an equality of functions, and `simp` found nothing to rewrite in the next goal. The last error lists what no bullet reached: the equality of topologies and the two intended goals.

The repair states the two intended equalities explicitly, as `hf` and `hd`, and proves them with the same tactics as before. After `rw [hf, hd]` the goal differs from `h` only in its instances, and `exact h` succeeds because Lean can check that these agree by definition. The added comment has no effect on the proof.
